# Paramagnetic response turning diamagnetic at a finite field in a two-state model

## A ground state that first falls and then rises

A magnetic field acts on the orbital motion of the electrons in a molecule in two ways. The term quadratic in the field B raises the energy. The linear term, the orbital Zeeman interaction, mixes the ground state with excited states and lowers it. If the mixing wins at weak field, the energy falls as the field is switched on, and the response is paramagnetic. Does it stay so in a strong field?

Take two many-electron singlet states with real wavefunctions, separated at zero field by a gap Δ > 0. With zero spin there is no spin Zeeman term. In the basis of these states the Hamiltonian is

H(B) = [[aB², icB], [−icB, Δ + aB²]].

The constant a > 0 stands for the diamagnetic shift, which grows with the extent of the electron cloud perpendicular to the field and is taken to be equal for both states. The real constant c stands for the orbital Zeeman coupling between them; in atomic units its size is half that of the matrix element of orbital angular momentum along the field. It enters with a factor i because that operator is imaginary in a real basis, and for the same reason there is no linear term on the diagonal.

Let E(B) be the lower eigenvalue. If c² > aΔ, then E has negative curvature at B = 0, falls strictly up to a field Bc > 0 and rises strictly beyond it, where

Bc² = c²/(4a²) − Δ²/(4c²).

The slope decides the names: the magnetisation is −dE/dB, so a falling energy is paramagnetic and a rising one diamagnetic. The transition is a smooth minimum of one level, not a level crossing.

## The two levels

An eigenvalue E makes the determinant of H − E vanish. The product of the off-diagonal elements is (icB)(−icB) = c²B², so

(aB² − E)(Δ + aB² − E) − c²B² = 0.

With x = E − aB² − Δ/2, the first product is (−x − Δ/2)(−x + Δ/2) = x² − Δ²/4. Hence

(E − aB² − Δ/2)² = Δ²/4 + c²B².

Write s(B) = √(Δ²/4 + c²B²) for half the splitting. The levels are aB² + Δ/2 ± s(B), and the lower one is

E(B) = aB² + Δ/2 − s(B).

## Curvature at zero field

Differentiating s² = Δ²/4 + c²B² gives 2s s′ = 2c²B, so s′ = c²B/s. Therefore

E′ = 2aB − c²B/s,

E″ = 2a − c²/s + c⁴B²/s³.

At B = 0 we have s = Δ/2, and

E″(0) = 2a − 2c²/Δ.

This is negative exactly when c² > aΔ. The second term is the familiar second-order perturbation energy −c²B²/Δ, differentiated twice.

## A parabola in the splitting

The curvature says nothing about large fields. For those, use s as the variable in place of B. For c ≠ 0, B² = (s² − Δ²/4)/c², so

E = (a/c²)s² − s + Δ/2 − aΔ²/(4c²).

Completing the square gives

E = (a/c²)(s − c²/(2a))² − (c² − aΔ)²/(4ac²).

The energy is thus a parabola in s with its minimum at s = c²/(2a). For B ≥ 0, s increases strictly with B, starting from Δ/2. If c² > aΔ, this start lies below c²/(2a). The minimum is reached when

Δ²/4 + c²B² = c⁴/(4a²),

which is B = Bc. The value of Bc² is positive because c² > aΔ > 0 implies c⁴ > a²Δ².

For 0 ≤ x < y ≤ Bc we have s(x) < s(y) ≤ c²/(2a), so s approaches the minimum and E(y) < E(x). For Bc ≤ x < y we have c²/(2a) ≤ s(x) < s(y), so s moves away from it and E(x) < E(y). At the transition field,

E(Bc) = −(c² − aΔ)²/(4ac²).

If instead c² ≤ aΔ with c ≠ 0, then s starts at or beyond the minimum, and E rises strictly from B = 0 on. For c = 0 the energy is simply aB², which also rises.

For c² > aΔ, then, a quadratic extrapolation from the zero-field magnetisability predicts an energy that falls forever, while the actual level turns upward at Bc.

## The return to the zero-field energy, and a vanishing gap

The parabola also tells where the field has undone its own stabilisation. Since E(0) = 0 belongs to s = Δ/2, the mirror point s = c²/a − Δ/2 has the same energy. Inserting it into B² = (s² − Δ²/4)/c² gives the field B₀ with

B₀² = (c² − aΔ)/a².

Beyond B₀ the ground state lies above its zero-field energy.

The condition Δ > 0 is needed for the curvature. Take a = c = 1 and Δ = 0, so that c² > aΔ still holds. Then

E(B) = B² − |B|,

which has a cusp at B = 0: the slope is −1 on the right and +1 on the left, and there is no second derivative. The energy still falls up to B = 1/2 and rises afterwards. Neither the formula for B₀ nor this example is a theorem of the Lean file below.

## Levels, minimum and field in Lean

The parameters `a`, `c`, `Δ` and `B` are real numbers, in units where aB², cB and Δ are energies. The zero of energy is the lower state without field. `hamiltonian a c Δ B` is the complex matrix above.

`IsEnergyLevel H E` says that some nonzero vector `v` satisfies H v = E v. The number `E` is real by its type, which loses nothing for this Hermitian matrix. The functions s and E are `halfSplitting` and `groundEnergy`, and Bc is `criticalField`, defined as the square root of the expression given for Bc².

The theorem `paramagnetic_to_diamagnetic` assumes `0 < a`, `0 < Δ` and `a * Δ < c ^ 2`. It concludes six things:

- For every `B`, `groundEnergy` is the least element of the set of energy levels (`IsLeast`). The closed form is therefore tied to the matrix.
- The derivative of `groundEnergy` is itself differentiable at 0, with derivative 2a − 2c²/Δ.
- That number is negative.
- `criticalField` is positive.
- The energy is strictly decreasing on `Icc 0 (criticalField a c Δ)`, the closed interval from 0 to Bc.
- It is strictly increasing on `Ici (criticalField a c Δ)`, all fields from Bc upward.

Two further theorems give the energy at Bc and the strict rise for c² ≤ aΔ.

The restriction to two fixed states is an assumption. In a real molecule at strong field, further states mix in, the diamagnetic term also couples states, and levels of different spin may cross. Electron interaction enters only through the values of a, c and Δ.

```lean
import Mathlib

open Matrix Set

namespace ParamagneticToDiamagnetic

noncomputable section

/-- Two-state Hamiltonian in a magnetic field `B`: zero-field gap `Δ`, diamagnetic shift `a B²`
of both states, and orbital Zeeman coupling `i c B` between them. -/
def hamiltonian (a c Δ B : ℝ) : Matrix (Fin 2) (Fin 2) ℂ :=
  !![a * B ^ 2, Complex.I * c * B; -(Complex.I * c * B), Δ + a * B ^ 2]

/-- The real number `E` is an energy level of `H`: the stationary Schrödinger equation
`H v = E v` has a nonzero solution. -/
def IsEnergyLevel (H : Matrix (Fin 2) (Fin 2) ℂ) (E : ℝ) : Prop :=
  ∃ v : Fin 2 → ℂ, v ≠ 0 ∧ H *ᵥ v = (E : ℂ) • v

/-- Half the splitting of the two levels in the field `B`. -/
def halfSplitting (c Δ B : ℝ) : ℝ := √(Δ ^ 2 / 4 + c ^ 2 * B ^ 2)

/-- Closed form of the lower energy level as a function of the field. -/
def groundEnergy (a c Δ B : ℝ) : ℝ := a * B ^ 2 + Δ / 2 - halfSplitting c Δ B

/-- The transition field `Bc`, with `Bc² = c²/(4a²) - Δ²/(4c²)`; meant for nonzero `a` and `c`
and a nonnegative right-hand side. -/
def criticalField (a c Δ : ℝ) : ℝ := √(c ^ 2 / (4 * a ^ 2) - Δ ^ 2 / (4 * c ^ 2))

/-- Secular equation: `E` is an energy level exactly when its distance from the mean level
energy squares to `Δ²/4 + c²B²`. -/
theorem isEnergyLevel_iff (a c Δ B E : ℝ) :
    IsEnergyLevel (hamiltonian a c Δ B) E ↔
      (E - a * B ^ 2 - Δ / 2) ^ 2 = Δ ^ 2 / 4 + c ^ 2 * B ^ 2 := by
  have hdet : (hamiltonian a c Δ B - (E : ℂ) • (1 : Matrix (Fin 2) (Fin 2) ℂ)).det =
      (((E - a * B ^ 2 - Δ / 2) ^ 2 - (Δ ^ 2 / 4 + c ^ 2 * B ^ 2) : ℝ) : ℂ) := by
    rw [Matrix.det_fin_two]
    simp [hamiltonian]
    linear_combination ((c : ℂ) ^ 2 * (B : ℂ) ^ 2) * Complex.I_sq
  -- an eigenvector is a kernel vector of `H - E`
  have key : IsEnergyLevel (hamiltonian a c Δ B) E ↔ ∃ v : Fin 2 → ℂ, v ≠ 0 ∧
      (hamiltonian a c Δ B - (E : ℂ) • (1 : Matrix (Fin 2) (Fin 2) ℂ)) *ᵥ v = 0 := by
    simp only [IsEnergyLevel, Matrix.sub_mulVec, Matrix.smul_mulVec, Matrix.one_mulVec,
      sub_eq_zero]
  rw [key, Matrix.exists_mulVec_eq_zero_iff, hdet, Complex.ofReal_eq_zero, sub_eq_zero]

/-- The closed form `groundEnergy` is the lowest energy level of the Hamiltonian. -/
theorem isLeast_groundEnergy (a c Δ B : ℝ) :
    IsLeast {E : ℝ | IsEnergyLevel (hamiltonian a c Δ B) E} (groundEnergy a c Δ B) := by
  constructor
  · refine (isEnergyLevel_iff a c Δ B _).2 ?_
    have hs : halfSplitting c Δ B ^ 2 = Δ ^ 2 / 4 + c ^ 2 * B ^ 2 :=
      Real.sq_sqrt (by positivity)
    unfold groundEnergy
    linear_combination hs
  · intro E hE
    have h := (abs_le.1 (Real.abs_le_sqrt ((isEnergyLevel_iff a c Δ B E).1 hE).le)).1
    unfold groundEnergy halfSplitting
    linarith

/-- For a positive gap, half the level splitting changes with the field at the rate
`c²B` divided by half the splitting. -/
theorem hasDerivAt_halfSplitting (c : ℝ) {Δ : ℝ} (hΔ : 0 < Δ) (B : ℝ) :
    HasDerivAt (halfSplitting c Δ) (c ^ 2 * B / halfSplitting c Δ B) B := by
  have hpos : 0 < Δ ^ 2 / 4 + c ^ 2 * B ^ 2 := by positivity
  have h1 : HasDerivAt (fun x : ℝ => x ^ 2) (2 * B) B := by simpa using hasDerivAt_pow 2 B
  have h2 : HasDerivAt (fun x : ℝ => √(Δ ^ 2 / 4 + c ^ 2 * x ^ 2))
      (c ^ 2 * (2 * B) / (2 * √(Δ ^ 2 / 4 + c ^ 2 * B ^ 2))) B :=
    ((h1.const_mul (c ^ 2)).const_add (Δ ^ 2 / 4)).sqrt hpos.ne'
  refine h2.congr_deriv ?_
  unfold halfSplitting
  ring

/-- For a positive gap, the second derivative of the ground-state energy at zero field is
`2a - 2c²/Δ`. -/
theorem zeroField_curvature (a c : ℝ) {Δ : ℝ} (hΔ : 0 < Δ) :
    HasDerivAt (deriv (groundEnergy a c Δ)) (2 * a - 2 * c ^ 2 / Δ) 0 := by
  have hd : deriv (groundEnergy a c Δ) =
      fun B => 2 * a * B - c ^ 2 * B / halfSplitting c Δ B := by
    funext B
    have h1 : HasDerivAt (fun x : ℝ => x ^ 2) (2 * B) B := by simpa using hasDerivAt_pow 2 B
    have h2 : HasDerivAt (groundEnergy a c Δ)
        (a * (2 * B) - c ^ 2 * B / halfSplitting c Δ B) B :=
      ((h1.const_mul a).add_const (Δ / 2)).fun_sub (hasDerivAt_halfSplitting c hΔ B)
    rw [h2.deriv]
    ring
  have hs0 : halfSplitting c Δ 0 = Δ / 2 := by
    rw [halfSplitting, show Δ ^ 2 / 4 + c ^ 2 * 0 ^ 2 = (Δ / 2) ^ 2 by ring,
      Real.sqrt_sq (by positivity)]
  rw [hd]
  have hq := ((hasDerivAt_id' (0 : ℝ)).const_mul (c ^ 2)).fun_div
    (hasDerivAt_halfSplitting c hΔ 0) (by rw [hs0]; positivity)
  refine (((hasDerivAt_id' (0 : ℝ)).const_mul (2 * a)).fun_sub hq).congr_deriv ?_
  simp only [hs0]
  have h : Δ * Δ⁻¹ = 1 := mul_inv_cancel₀ hΔ.ne'
  linear_combination (-(2 * c ^ 2 * Δ⁻¹)) * h

/-- For nonzero `a` and `c`, the ground-state energy is `a/c²` times the square of half the level
splitting minus `c²/(2a)`, plus a constant independent of the field. -/
theorem groundEnergy_eq {a c : ℝ} (ha : a ≠ 0) (hc : c ≠ 0) (Δ B : ℝ) :
    groundEnergy a c Δ B = a / c ^ 2 * (halfSplitting c Δ B - c ^ 2 / (2 * a)) ^ 2
      - (c ^ 2 - a * Δ) ^ 2 / (4 * a * c ^ 2) := by
  have hs : halfSplitting c Δ B ^ 2 = Δ ^ 2 / 4 + c ^ 2 * B ^ 2 :=
    Real.sq_sqrt (by positivity)
  -- express the field through the splitting
  have hB : B ^ 2 = (halfSplitting c Δ B ^ 2 - Δ ^ 2 / 4) / c ^ 2 := by
    rw [eq_div_iff (pow_ne_zero 2 hc)]
    linear_combination -hs
  unfold groundEnergy
  rw [hB]
  field_simp
  ring

/-- With nonzero coupling, the level splitting grows strictly with the field strength. -/
theorem strictMonoOn_halfSplitting {c : ℝ} (hc : c ≠ 0) (Δ : ℝ) :
    StrictMonoOn (halfSplitting c Δ) (Ici 0) := by
  intro x hx y _ hxy
  have hx0 : 0 ≤ x := hx
  have h1 : x ^ 2 < y ^ 2 := by nlinarith
  have h2 := mul_lt_mul_of_pos_left h1 (show 0 < c ^ 2 by positivity)
  exact Real.sqrt_lt_sqrt (by positivity) (by linarith)

/-- For `a, Δ > 0` and `c² > aΔ` the transition field is positive, and there half the level
splitting equals `c²/(2a)`. -/
theorem criticalField_spec {a c Δ : ℝ} (ha : 0 < a) (hΔ : 0 < Δ) (h : a * Δ < c ^ 2) :
    0 < criticalField a c Δ ∧ halfSplitting c Δ (criticalField a c Δ) = c ^ 2 / (2 * a) := by
  have hc2 : 0 < c ^ 2 := (mul_pos ha hΔ).trans h
  have hr : 0 < c ^ 2 / (4 * a ^ 2) - Δ ^ 2 / (4 * c ^ 2) := by
    rw [sub_pos, div_lt_div_iff₀ (by positivity) (by positivity)]
    nlinarith [mul_pos (sub_pos.2 h) (add_pos hc2 (mul_pos ha hΔ))]
  refine ⟨Real.sqrt_pos.2 hr, ?_⟩
  have h1 : c ^ 2 * (c ^ 2)⁻¹ = 1 := mul_inv_cancel₀ hc2.ne'
  have h2 : Δ ^ 2 / 4 + c ^ 2 * (c ^ 2 / (4 * a ^ 2) - Δ ^ 2 / (4 * c ^ 2)) =
      (c ^ 2 / (2 * a)) ^ 2 := by
    linear_combination (-(Δ ^ 2 / 4)) * h1
  rw [halfSplitting, criticalField, Real.sq_sqrt hr.le, h2, Real.sqrt_sq (by positivity)]

/-- For `a, Δ > 0` and `c² > aΔ`, the ground-state energy at the transition field is
`-(c² - aΔ)²/(4ac²)`. -/
theorem groundEnergy_criticalField {a c Δ : ℝ} (ha : 0 < a) (hΔ : 0 < Δ)
    (h : a * Δ < c ^ 2) :
    groundEnergy a c Δ (criticalField a c Δ) = -((c ^ 2 - a * Δ) ^ 2 / (4 * a * c ^ 2)) := by
  have hc : c ≠ 0 := (pow_ne_zero_iff two_ne_zero).1 ((mul_pos ha hΔ).trans h).ne'
  rw [groundEnergy_eq ha.ne' hc, (criticalField_spec ha hΔ h).2]
  ring

/-- Paramagnetic to diamagnetic transition: for `a, Δ > 0` and `c² > aΔ`, the lowest level has
negative curvature `2a - 2c²/Δ` at zero field, falls strictly up to the positive field `Bc`,
and rises strictly from there on. -/
theorem paramagnetic_to_diamagnetic {a c Δ : ℝ} (ha : 0 < a) (hΔ : 0 < Δ)
    (h : a * Δ < c ^ 2) :
    (∀ B, IsLeast {E : ℝ | IsEnergyLevel (hamiltonian a c Δ B) E} (groundEnergy a c Δ B)) ∧
    HasDerivAt (deriv (groundEnergy a c Δ)) (2 * a - 2 * c ^ 2 / Δ) 0 ∧
    2 * a - 2 * c ^ 2 / Δ < 0 ∧
    0 < criticalField a c Δ ∧
    StrictAntiOn (groundEnergy a c Δ) (Icc 0 (criticalField a c Δ)) ∧
    StrictMonoOn (groundEnergy a c Δ) (Ici (criticalField a c Δ)) := by
  have hc2 : 0 < c ^ 2 := (mul_pos ha hΔ).trans h
  have hc : c ≠ 0 := (pow_ne_zero_iff two_ne_zero).1 hc2.ne'
  obtain ⟨hB, hs⟩ := criticalField_spec ha hΔ h
  have hmono := strictMonoOn_halfSplitting hc Δ
  have hk : 0 < a / c ^ 2 := div_pos ha hc2
  refine ⟨isLeast_groundEnergy a c Δ, zeroField_curvature a c hΔ, ?_, hB, ?_, ?_⟩
  · rw [sub_neg, lt_div_iff₀ hΔ]
    linarith
  · -- below `Bc` the splitting approaches its optimal value
    intro x hx y hy hxy
    have h1 := hmono hx.1 hy.1 hxy
    have h2 := hmono.monotoneOn hy.1 hB.le hy.2
    rw [hs] at h2
    rw [groundEnergy_eq ha.ne' hc, groundEnergy_eq ha.ne' hc]
    have hsq : (halfSplitting c Δ y - c ^ 2 / (2 * a)) ^ 2 <
        (halfSplitting c Δ x - c ^ 2 / (2 * a)) ^ 2 := by nlinarith
    have := mul_lt_mul_of_pos_left hsq hk
    linarith
  · -- above `Bc` the splitting moves away from it
    intro x hx y hy hxy
    have hx0 : 0 ≤ x := hB.le.trans hx
    have h1 := hmono hx0 (hx0.trans hxy.le) hxy
    have h2 := hmono.monotoneOn hB.le hx0 hx
    rw [hs] at h2
    rw [groundEnergy_eq ha.ne' hc, groundEnergy_eq ha.ne' hc]
    have hsq : (halfSplitting c Δ x - c ^ 2 / (2 * a)) ^ 2 <
        (halfSplitting c Δ y - c ^ 2 / (2 * a)) ^ 2 := by nlinarith
    have := mul_lt_mul_of_pos_left hsq hk
    linarith

/-- Converse: for `a > 0` and `c² ≤ aΔ` the ground-state energy rises strictly with the field
strength from zero field on. -/
theorem diamagnetic_of_weak_coupling {a c Δ : ℝ} (ha : 0 < a) (h : c ^ 2 ≤ a * Δ) :
    StrictMonoOn (groundEnergy a c Δ) (Ici 0) := by
  intro x hx y hy hxy
  have hx0 : 0 ≤ x := hx
  by_cases hc : c = 0
  · -- without coupling only the diamagnetic shift depends on the field
    have hs : halfSplitting c Δ x = halfSplitting c Δ y := by simp [halfSplitting, hc]
    have h1 : x ^ 2 < y ^ 2 := by nlinarith
    have h2 := mul_lt_mul_of_pos_left h1 ha
    unfold groundEnergy
    linarith
  · have h1 := strictMonoOn_halfSplitting hc Δ hx hy hxy
    have h2 : Δ / 2 ≤ halfSplitting c Δ x :=
      (le_abs_self _).trans (Real.abs_le_sqrt (by nlinarith [mul_nonneg (sq_nonneg c) (sq_nonneg x)]))
    have h3 : c ^ 2 / (2 * a) ≤ Δ / 2 := by
      rw [div_le_iff₀ (by positivity)]
      linarith
    rw [groundEnergy_eq ha.ne' hc, groundEnergy_eq ha.ne' hc]
    have hsq : (halfSplitting c Δ x - c ^ 2 / (2 * a)) ^ 2 <
        (halfSplitting c Δ y - c ^ 2 / (2 * a)) ^ 2 := by nlinarith
    have := mul_lt_mul_of_pos_left hsq (show 0 < a / c ^ 2 by positivity)
    linarith

end

end ParamagneticToDiamagnetic
```

```lean
#print axioms ParamagneticToDiamagnetic.groundEnergy_criticalField
#print axioms ParamagneticToDiamagnetic.paramagnetic_to_diamagnetic
#print axioms ParamagneticToDiamagnetic.diamagnetic_of_weak_coupling
```

```
'ParamagneticToDiamagnetic.groundEnergy_criticalField' depends on axioms: [propext, Classical.choice, Quot.sound]
'ParamagneticToDiamagnetic.paramagnetic_to_diamagnetic' depends on axioms: [propext, Classical.choice, Quot.sound]
'ParamagneticToDiamagnetic.diamagnetic_of_weak_coupling' depends on axioms: [propext, Classical.choice, Quot.sound]
```

## From the determinant to the turning point

`isEnergyLevel_iff` is the secular equation. The step `hdet` evaluates the determinant of H − E, using i² = −1. The step `key` rewrites the eigenvalue equation as (H − E)v = 0, and `Matrix.exists_mulVec_eq_zero_iff` says that a nonzero solution exists exactly when the determinant vanishes.

`isLeast_groundEnergy` has two halves. The closed form solves the secular equation because s² = Δ²/4 + c²B². Conversely, any level satisfies |E − aB² − Δ/2| ≤ s, and the lower side of this bound places it at or above `groundEnergy`.

`hasDerivAt_halfSplitting` is the formula s′ = c²B/s, obtained from the chain rule. The positive gap keeps the argument of the square root away from zero. `zeroField_curvature` first establishes E′ = 2aB − c²B/s at every field, since a second derivative needs the first one in a neighbourhood. It then applies the quotient rule at B = 0 with s(0) = Δ/2, so the general expression for E″ is never needed.

`groundEnergy_eq` is the completed square: `hB` expresses B² through s, and `field_simp` and `ring` do the algebra. `strictMonoOn_halfSplitting` shows that s grows with B ≥ 0, and `criticalField_spec` shows that Bc is positive and that s(Bc) = c²/(2a). Substituting this value into the square gives `groundEnergy_criticalField`.

In the main theorem, both monotonicity proofs take fields x < y. The step `h1` gives s(x) < s(y), and `h2` places the relevant value of s on the correct side of c²/(2a). From these, `hsq` compares the squared distances to the minimum, and multiplying by a/c² > 0 turns that into a comparison of energies.

`diamagnetic_of_weak_coupling` repeats the second of these arguments with Δ/2 ≥ c²/(2a) as the starting point. It treats c = 0 separately, because the completed square divides by c².
